# Absolute convergence of an alternating Yukawa series at integer distances for positive screening

The Yukawa interaction of two unit charges of equal sign at distance `r` is taken as exp(-κr)/r, and the series adds its values at r = 1, 2, 3, … with alternating signs, beginning with plus. The declaration `hasSum_abs_shellTerm` states that for κ > 0 the absolute values of these terms, exp(-κn)/n, have the sum -ln(1 - exp(-κ)), so the series converges absolutely. Distances and κ are plain real numbers without units, and each positive integer distance contributes one term. The proof shows that exp(-κ) has absolute value below 1, rewrites each absolute term as a power of exp(-κ) divided by its index, and applies Mathlib's logarithmic series.

This version doesn't compile in Lean 4 with Mathlib:

```lean
import Mathlib

open Filter Topology Set

namespace HasSumAbsShellTerm

noncomputable section

/-- The Yukawa (screened Coulomb) interaction of two unit charges of equal sign at
distance `r > 0`, with screening constant `κ`. -/
def yukawa (κ r : ℝ) : ℝ := Real.exp (-κ * r) / r

/-- The `n`-th term `(-1)^(n+1) exp(-κ n) / n` of the screened alternating series,
for `n ≥ 1`. -/
def shellTerm (κ : ℝ) (n : ℕ) : ℝ := (-1) ^ (n + 1) * yukawa κ n

/-- Each term of the screened series is, up to sign, a term of the logarithmic series
in the variable `-exp(-κ)`. -/
theorem shellTerm_succ (κ : ℝ) (n : ℕ) :
    shellTerm κ (n + 1) = -((-Real.exp (-κ)) ^ (n + 1) / ((n : ℝ) + 1)) := by
  have h : Real.exp (-κ * ((n + 1 : ℕ) : ℝ)) = Real.exp (-κ) ^ (n + 1) := by
    rw [← Real.exp_nat_mul, mul_comm]
  rw [shellTerm, yukawa, h, neg_pow (Real.exp (-κ))]
  push_cast
  ring

/-- For `κ > 0` the screened series converges absolutely, and the absolute values of its
terms add up to `-ln(1 - exp(-κ))`. -/
theorem hasSum_abs_shellTerm {κ : ℝ} (hκ : 0 < κ) :
    HasSum (fun n : ℕ => |shellTerm κ (n + 1)|) (-Real.log (1 - Real.exp (-κ))) := by
  have hx : |Real.exp (-κ)| < 1 := by
    rw [abs_of_pos (Real.exp_pos _)]
    exact Real.exp_lt_one (neg_lt_zero.2 hκ)
  have hterm : ∀ n : ℕ,
      |shellTerm κ (n + 1)| = Real.exp (-κ) ^ (n + 1) / ((n : ℝ) + 1) := by
    intro n
    have hn : (0 : ℝ) < (n : ℝ) + 1 := by positivity
    rw [shellTerm_succ, abs_neg, abs_div, abs_pow, abs_neg,
      abs_of_pos (Real.exp_pos _), abs_of_pos hn]
  simp only [hterm]
  exact Real.hasSum_pow_div_log_of_abs_lt_one hx

end

end HasSumAbsShellTerm
```

The error:

```
Main.lean:33:10: error(lean.unknownIdentifier): Unknown constant `Real.exp_lt_one`
```

Cause. The message says that Lean knows no constant called `Real.exp_lt_one`. The attempt calls it as a lemma that turns a proof of -κ < 0 into a proof of exp(-κ) < 1, but no declaration of that name is available in this file, so the step fails at the name itself. The mathematics of the step is sound, and its argument `neg_lt_zero.2 hκ` does prove -κ < 0.

The repair uses `Real.exp_lt_one_iff`, the equivalence between exp(x) < 1 and x < 0. Its direction `.2` goes from the right side to the left, so it takes the same proof of -κ < 0 and returns exp(-κ) < 1, which is the goal left after `abs_of_pos` has removed the absolute value. Nothing else in the proof changes.

This version goes through:

```diff
@@ -31,5 +31,5 @@
   have hx : |Real.exp (-κ)| < 1 := by
     rw [abs_of_pos (Real.exp_pos _)]
-    exact Real.exp_lt_one (neg_lt_zero.2 hκ)
+    exact Real.exp_lt_one_iff.2 (neg_lt_zero.2 hκ)
   have hterm : ∀ n : ℕ,
       |shellTerm κ (n + 1)| = Real.exp (-κ) ^ (n + 1) / ((n : ℝ) + 1) := by
```
